# The Belavin–Polyakov bound: $2\,|m\cdot(\partial_x m\times\partial_y m)| \le |\partial_x m|^2+|\partial_y m|^2$ for a differentiable unit field $m$ on the plane

In the continuum model of an isotropic two-dimensional ferromagnet the exchange energy is an integral of squares, which by itself says only that it is nonnegative and leaves open whether a texture could relax towards zero energy while its spin directions still sweep out a fixed nonzero net solid angle. The file below excludes this for differentiable fields of unit spins with integrable squared gradient, and it characterises the fields that reach the bound by a first-order equation.

```lean
import Mathlib

open Matrix MeasureTheory

namespace BelavinPolyakov

noncomputable section

/-- Three-component spin vectors. -/
abbrev V := Fin 3 → ℝ

/-- The derivative of the magnetisation field along the `x` direction. -/
def dx (m : ℝ × ℝ → V) (p : ℝ × ℝ) : V := fderiv ℝ m p (1, 0)

/-- The derivative of the magnetisation field along the `y` direction. -/
def dy (m : ℝ × ℝ → V) (p : ℝ × ℝ) : V := fderiv ℝ m p (0, 1)

/-- The squared gradient `|∂ₓm|² + |∂ᵧm|²`. -/
def gradSq (m : ℝ × ℝ → V) (p : ℝ × ℝ) : ℝ := dx m p ⬝ᵥ dx m p + dy m p ⬝ᵥ dy m p

/-- The solid-angle density `m · (∂ₓm × ∂ᵧm)`. -/
def chargeDensity (m : ℝ × ℝ → V) (p : ℝ × ℝ) : ℝ := m p ⬝ᵥ (dx m p ⨯₃ dy m p)

/-- The exchange energy `E = ½ ∫ (|∂ₓm|² + |∂ᵧm|²)`. -/
def energy (m : ℝ × ℝ → V) : ℝ := (1 / 2) * ∫ p, gradSq m p

/-- The topological charge `Q = (1/4π) ∫ m · (∂ₓm × ∂ᵧm)`. -/
def charge (m : ℝ × ℝ → V) : ℝ := (1 / (4 * Real.pi)) * ∫ p, chargeDensity m p

/-- The skyrmion of size `a`: `m = (2ax, 2ay, a² - x² - y²) / (a² + x² + y²)`. -/
def skyrmion (a : ℝ) (p : ℝ × ℝ) : V :=
  ![2 * a * p.1 / (a ^ 2 + p.1 ^ 2 + p.2 ^ 2), 2 * a * p.2 / (a ^ 2 + p.1 ^ 2 + p.2 ^ 2),
    (a ^ 2 - p.1 ^ 2 - p.2 ^ 2) / (a ^ 2 + p.1 ^ 2 + p.2 ^ 2)]

/-- The three components of the cross product. -/
theorem cross_comp (a b : V) :
    (a ⨯₃ b) 0 = a 1 * b 2 - a 2 * b 1 ∧ (a ⨯₃ b) 1 = a 2 * b 0 - a 0 * b 2 ∧
      (a ⨯₃ b) 2 = a 0 * b 1 - a 1 * b 0 := by
  rw [cross_apply]
  exact ⟨rfl, rfl, rfl⟩

/-- For a differentiable field, `dx` and `dy` are the derivatives along the coordinate lines. -/
theorem hasDerivAt_partials {m : ℝ × ℝ → V} (hm : Differentiable ℝ m) (x y : ℝ) :
    HasDerivAt (fun t => m (t, y)) (dx m (x, y)) x ∧
      HasDerivAt (fun t => m (x, t)) (dy m (x, y)) y := by
  have h1 : HasDerivAt (fun t : ℝ => (t, y)) ((1 : ℝ), (0 : ℝ)) x :=
    (hasDerivAt_id' x).prodMk (hasDerivAt_const x y)
  have h2 : HasDerivAt (fun t : ℝ => (x, t)) ((0 : ℝ), (1 : ℝ)) y :=
    (hasDerivAt_const y x).prodMk (hasDerivAt_id' y)
  have hf := (hm (x, y)).hasFDerivAt
  exact ⟨HasFDerivAt.comp_hasDerivAt (f := fun t : ℝ => (t, y)) x hf h1,
    HasFDerivAt.comp_hasDerivAt (f := fun t : ℝ => (x, t)) y hf h2⟩

/-- The velocity of a curve of unit vectors is orthogonal to the vector itself. -/
theorem tangent {f : ℝ → V} {w : V} {t : ℝ} (hf : HasDerivAt f w t)
    (h1 : ∀ s, f s ⬝ᵥ f s = 1) : f t ⬝ᵥ w = 0 := by
  have hi := hasDerivAt_pi.1 hf
  have hs := (((hi 0).fun_mul (hi 0)).fun_add ((hi 1).fun_mul (hi 1))).fun_add
    ((hi 2).fun_mul (hi 2))
  have hc : (fun s => f s 0 * f s 0 + f s 1 * f s 1 + f s 2 * f s 2) = fun _ => (1 : ℝ) := by
    funext s
    have := h1 s
    simp only [dotProduct, Fin.sum_univ_three] at this
    exact this
  -- the derivative of the constant `f · f` vanishes
  have h0 : HasDerivAt (fun s => f s 0 * f s 0 + f s 1 * f s 1 + f s 2 * f s 2) 0 t := by
    rw [hc]; exact hasDerivAt_const t 1
  have := hs.unique h0
  simp only [dotProduct, Fin.sum_univ_three]
  linarith

/-- Completing the square: for a differentiable unit field and `s = ±1`,
`|∂ᵧm - s m × ∂ₓm|² = |∂ₓm|² + |∂ᵧm|² - 2 s m · (∂ₓm × ∂ᵧm)`. -/
theorem bogomolny {m : ℝ × ℝ → V} (hm : Differentiable ℝ m) (h1 : ∀ p, m p ⬝ᵥ m p = 1)
    {s : ℝ} (hs : s = 1 ∨ s = -1) (p : ℝ × ℝ) :
    (dy m p - s • (m p ⨯₃ dx m p)) ⬝ᵥ (dy m p - s • (m p ⨯₃ dx m p))
      = gradSq m p - 2 * s * chargeDensity m p := by
  have hs2 : s ^ 2 = 1 := by rcases hs with h | h <;> rw [h] <;> norm_num
  have hu : m p ⬝ᵥ dx m p = 0 :=
    tangent (hasDerivAt_partials hm p.1 p.2).1 fun t => h1 _
  -- Lagrange identity and cyclicity of the triple product
  have key : ∀ M u v : V, (v - s • (M ⨯₃ u)) ⬝ᵥ (v - s • (M ⨯₃ u))
      = v ⬝ᵥ v - 2 * s * (M ⬝ᵥ (u ⨯₃ v)) + s ^ 2 * ((M ⬝ᵥ M) * (u ⬝ᵥ u) - (M ⬝ᵥ u) ^ 2) := by
    intro M u v
    simp only [dotProduct, Fin.sum_univ_three, Pi.sub_apply, Pi.smul_apply, smul_eq_mul,
      cross_comp]
    ring
  rw [key, h1, hu, hs2, gradSq, chargeDensity]
  ring

/-- Pointwise Belavin-Polyakov bound: `2 |m · (∂ₓm × ∂ᵧm)| ≤ |∂ₓm|² + |∂ᵧm|²` for a
differentiable unit field, with equality iff `∂ᵧm = m × ∂ₓm` or `∂ᵧm = -m × ∂ₓm`. -/
theorem belavin_polyakov {m : ℝ × ℝ → V} (hm : Differentiable ℝ m)
    (h1 : ∀ p, m p ⬝ᵥ m p = 1) (p : ℝ × ℝ) :
    2 * |chargeDensity m p| ≤ gradSq m p ∧
      (gradSq m p = 2 * |chargeDensity m p| ↔
        dy m p = m p ⨯₃ dx m p ∨ dy m p = -(m p ⨯₃ dx m p)) := by
  have nn : ∀ w : V, 0 ≤ w ⬝ᵥ w := fun w => Finset.sum_nonneg fun i _ => mul_self_nonneg _
  have hp := bogomolny hm h1 (Or.inl rfl) p
  have hn := bogomolny hm h1 (Or.inr rfl) p
  rw [one_smul] at hp
  rw [neg_one_smul] at hn
  have n1 := nn (dy m p - m p ⨯₃ dx m p)
  have n2 := nn (dy m p - -(m p ⨯₃ dx m p))
  have hle : 2 * |chargeDensity m p| ≤ gradSq m p := by
    rcases abs_cases (chargeDensity m p) with h | h <;> linarith [h.1]
  refine ⟨hle, fun h => ?_, ?_⟩
  · -- one of the two squares vanishes
    rcases abs_cases (chargeDensity m p) with h' | h'
    · exact Or.inl (sub_eq_zero.1 (dotProduct_self_eq_zero.1 (by linarith [h'.1])))
    · exact Or.inr (sub_eq_zero.1 (dotProduct_self_eq_zero.1 (by linarith [h'.1])))
  · rintro (h | h)
    · rw [sub_eq_zero.2 h, zero_dotProduct] at hp
      linarith [le_abs_self (chargeDensity m p)]
    · rw [sub_eq_zero.2 h, zero_dotProduct] at hn
      linarith [neg_abs_le (chargeDensity m p)]

/-- A differentiable unit field with integrable squared gradient has an integrable
solid-angle density. -/
theorem integrable_chargeDensity {m : ℝ × ℝ → V} (hm : Differentiable ℝ m)
    (h1 : ∀ p, m p ⬝ᵥ m p = 1) (hE : Integrable (gradSq m)) :
    Integrable (chargeDensity m) := by
  have hM : ∀ i, Measurable fun p => m p i := fun i =>
    (measurable_pi_apply i).comp hm.continuous.measurable
  have hu : ∀ i, Measurable fun p => dx m p i := fun i =>
    (measurable_pi_apply i).comp (measurable_fderiv_apply_const ℝ m (1, 0))
  have hv : ∀ i, Measurable fun p => dy m p i := fun i =>
    (measurable_pi_apply i).comp (measurable_fderiv_apply_const ℝ m (0, 1))
  have hq : Measurable fun p => chargeDensity m p := by
    simp only [chargeDensity, dotProduct, Fin.sum_univ_three, cross_comp]
    exact (((hM 0).mul (((hu 1).mul (hv 2)).sub ((hu 2).mul (hv 1)))).add
      ((hM 1).mul (((hu 2).mul (hv 0)).sub ((hu 0).mul (hv 2))))).add
      ((hM 2).mul (((hu 0).mul (hv 1)).sub ((hu 1).mul (hv 0))))
  refine hE.mono' hq.aestronglyMeasurable (ae_of_all _ fun p => ?_)
  rw [Real.norm_eq_abs]
  linarith [(belavin_polyakov hm h1 p).1, abs_nonneg (chargeDensity m p)]

/-- Integrated Belavin-Polyakov bound: a differentiable unit field with integrable squared
gradient has `4π |Q| ≤ E`. -/
theorem energy_bound {m : ℝ × ℝ → V} (hm : Differentiable ℝ m)
    (h1 : ∀ p, m p ⬝ᵥ m p = 1) (hE : Integrable (gradSq m)) :
    4 * Real.pi * |charge m| ≤ energy m := by
  have hq := integrable_chargeDensity hm h1 hE
  have hpi : 0 < 4 * Real.pi := by positivity
  have hc : 4 * Real.pi * charge m = ∫ p, chargeDensity m p := by
    rw [charge, ← mul_assoc, mul_one_div_cancel hpi.ne', one_mul]
  have ha : 4 * Real.pi * |charge m| = |4 * Real.pi * charge m| := by
    rw [abs_mul (4 * Real.pi), abs_of_pos hpi]
  have i1 : |∫ p, chargeDensity m p| ≤ ∫ p, |chargeDensity m p| := abs_integral_le_integral_abs
  have i2 : ∫ p, 2 * |chargeDensity m p| ≤ ∫ p, gradSq m p :=
    integral_mono (hq.abs.const_mul 2) hE fun p => (belavin_polyakov hm h1 p).1
  rw [integral_const_mul] at i2
  rw [ha, hc, energy]
  linarith

/-- For `s = ±1` and integrable squared gradient, `E = 4π s Q` holds iff
`∂ᵧm = s m × ∂ₓm` almost everywhere. -/
theorem energy_saturation {m : ℝ × ℝ → V} (hm : Differentiable ℝ m)
    (h1 : ∀ p, m p ⬝ᵥ m p = 1) (hE : Integrable (gradSq m)) {s : ℝ} (hs : s = 1 ∨ s = -1) :
    energy m = 4 * Real.pi * s * charge m ↔ ∀ᵐ p, dy m p = s • (m p ⨯₃ dx m p) := by
  have hq := (integrable_chargeDensity hm h1 hE).const_mul (2 * s)
  have hpi : 0 < 4 * Real.pi := by positivity
  have hc : 4 * Real.pi * charge m = ∫ p, chargeDensity m p := by
    rw [charge, ← mul_assoc, mul_one_div_cancel hpi.ne', one_mul]
  have hnn : 0 ≤ fun p => gradSq m p - 2 * s * chargeDensity m p := fun p => by
    show 0 ≤ gradSq m p - 2 * s * chargeDensity m p
    rw [← bogomolny hm h1 hs p]
    exact Finset.sum_nonneg fun i _ => mul_self_nonneg _
  -- a nonnegative integrand with zero integral vanishes almost everywhere
  have hz := integral_eq_zero_iff_of_nonneg hnn (hE.sub hq)
  rw [integral_sub hE hq, integral_const_mul, ← hc] at hz
  have e : energy m = 4 * Real.pi * s * charge m ↔
      (∫ p, gradSq m p) - 2 * s * (4 * Real.pi * charge m) = 0 := by
    rw [energy]
    constructor <;> intro h <;> linarith
  rw [e, hz]
  refine Filter.eventually_congr (ae_of_all _ fun p => ?_)
  show gradSq m p - 2 * s * chargeDensity m p = 0 ↔ _
  rw [← bogomolny hm h1 hs p, dotProduct_self_eq_zero, sub_eq_zero]

/-- The skyrmion of size `a ≠ 0` is a differentiable unit field with `∂ᵧm = m × ∂ₓm` and
solid-angle density `4a² / (a² + x² + y²)²`. -/
theorem skyrmion_witness {a : ℝ} (ha : a ≠ 0) :
    Differentiable ℝ (skyrmion a) ∧ ∀ p, skyrmion a p ⬝ᵥ skyrmion a p = 1 ∧
      dy (skyrmion a) p = skyrmion a p ⨯₃ dx (skyrmion a) p ∧
      chargeDensity (skyrmion a) p = 4 * a ^ 2 / (a ^ 2 + p.1 ^ 2 + p.2 ^ 2) ^ 2 := by
  have hD : ∀ p : ℝ × ℝ, a ^ 2 + p.1 ^ 2 + p.2 ^ 2 ≠ 0 := fun p => by positivity
  have key : ∀ n : ℝ × ℝ → ℝ, Differentiable ℝ n →
      Differentiable ℝ fun p => n p / (a ^ 2 + p.1 ^ 2 + p.2 ^ 2) := by
    intro n hn
    have hd : Differentiable ℝ fun p : ℝ × ℝ => a ^ 2 + p.1 ^ 2 + p.2 ^ 2 := by fun_prop
    simp only [div_eq_mul_inv]
    exact hn.mul (hd.inv hD)
  have hm : Differentiable ℝ (skyrmion a) := by
    refine differentiable_pi.2 fun i => ?_
    fin_cases i
    · exact key (fun p => 2 * a * p.1) (by fun_prop)
    · exact key (fun p => 2 * a * p.2) (by fun_prop)
    · exact key (fun p => a ^ 2 - p.1 ^ 2 - p.2 ^ 2) (by fun_prop)
  refine ⟨hm, fun ⟨x, y⟩ => ?_⟩
  have h0 : a ^ 2 + x ^ 2 + y ^ 2 ≠ 0 := hD (x, y)
  have hx := hasDerivAt_pi.1 (hasDerivAt_partials hm x y).1
  have hy := hasDerivAt_pi.1 (hasDerivAt_partials hm x y).2
  have sq : ∀ z : ℝ, HasDerivAt (fun t : ℝ => t ^ 2) (2 * z) z := fun z => by
    simpa using hasDerivAt_pow 2 z
  have Dx := ((sq x).const_add (a ^ 2)).add_const (y ^ 2)
  have Dy := (sq y).const_add (a ^ 2 + x ^ 2)
  -- quotient rule, component by component
  have k0 := ((hasDerivAt_id' x).const_mul (2 * a)).fun_div Dx h0
  have k1 := (hasDerivAt_const x (2 * a * y)).fun_div Dx h0
  have k2 := (((sq x).const_sub (a ^ 2)).sub_const (y ^ 2)).fun_div Dx h0
  have l0 := (hasDerivAt_const y (2 * a * x)).fun_div Dy h0
  have l1 := ((hasDerivAt_id' y).const_mul (2 * a)).fun_div Dy h0
  have l2 := ((sq y).const_sub (a ^ 2 - x ^ 2)).fun_div Dy h0
  have u0 := (hx 0).unique k0
  have u1 := (hx 1).unique k1
  have u2 := (hx 2).unique k2
  have v0 := (hy 0).unique l0
  have v1 := (hy 1).unique l1
  have v2 := (hy 2).unique l2
  have m0 : skyrmion a (x, y) 0 = 2 * a * x / (a ^ 2 + x ^ 2 + y ^ 2) := rfl
  have m1 : skyrmion a (x, y) 1 = 2 * a * y / (a ^ 2 + x ^ 2 + y ^ 2) := rfl
  have m2 : skyrmion a (x, y) 2 = (a ^ 2 - x ^ 2 - y ^ 2) / (a ^ 2 + x ^ 2 + y ^ 2) := rfl
  refine ⟨?_, ?_, ?_⟩
  · simp only [dotProduct, Fin.sum_univ_three, m0, m1, m2]
    field_simp
    ring
  · have c : ∀ u v : V, u 0 = v 0 → u 1 = v 1 → u 2 = v 2 → u = v := by
      intro u v e0 e1 e2
      funext i
      fin_cases i
      exacts [e0, e1, e2]
    apply c <;> simp only [cross_comp, m0, m1, m2, u0, u1, u2, v0, v1, v2] <;>
      field_simp <;> ring
  · simp only [chargeDensity, dotProduct, Fin.sum_univ_three, cross_comp, m0, m1, m2,
      u0, u1, u2, v0, v1, v2]
    field_simp
    ring

end

end BelavinPolyakov
```

```lean
#print axioms BelavinPolyakov.belavin_polyakov
#print axioms BelavinPolyakov.energy_bound
#print axioms BelavinPolyakov.energy_saturation
```

```
'BelavinPolyakov.belavin_polyakov' depends on axioms: [propext, Classical.choice, Quot.sound]
'BelavinPolyakov.energy_bound' depends on axioms: [propext, Classical.choice, Quot.sound]
'BelavinPolyakov.energy_saturation' depends on axioms: [propext, Classical.choice, Quot.sound]
```

## Spin field, energy and charge

A spin is an element of `V`, that is `Fin 3 → ℝ`, with components numbered $0, 1, 2$. A texture is a map `m : ℝ × ℝ → V`, and a point `p` has coordinates $x$ = `p.1` and $y$ = `p.2`. Lengths enter only through the dot product `⬝ᵥ`, so $|w|^2$ means $w\cdot w$, and `⨯₃` is the right-handed cross product. Write $u=\partial_x m$ and $v=\partial_y m$ for `dx m p` and `dy m p`, the derivative of $m$ applied to the directions $(1,0)$ and $(0,1)$. Then `gradSq`, `chargeDensity`, `energy` and `charge` are

$$G=|u|^2+|v|^2,\qquad q=m\cdot(u\times v),\qquad E=\tfrac12\int G\,dx\,dy,\qquad Q=\frac1{4\pi}\int q\,dx\,dy ,$$

with the integrals taken over the whole plane with respect to area. The density $q$ is the signed solid angle swept out by $m$ per unit area, and its sign convention is fixed by the order $x, y$: exchanging the two axes reverses it.

Two hypotheses recur. `hm` says that $m$ is differentiable everywhere, with no continuity of the derivative assumed. `h1` says $m\cdot m=1$ everywhere, which stands for a magnetisation of fixed magnitude, measured in units of its saturation value, whose direction alone varies. The integrated statements add `hE`, integrability of $G$, which is the condition of finite energy. It matters because Lean assigns the value zero to the integral of a non-integrable function, and `energy` would then say nothing about the texture.

The theorem `belavin_polyakov` states that at every point $2|q|\le G$, with equality if and only if $v=m\times u$ or $v=-m\times u$. The sign is chosen point by point. The theorem `energy_bound` states $4\pi|Q|\le E$, and `energy_saturation` states that for one fixed sign $s=\pm1$ the equation $E=4\pi sQ$ holds if and only if $v=s\,m\times u$ almost everywhere. Finally `skyrmion_witness` shows that for $a\ne0$ the field

$$m=\frac{(2ax,\;2ay,\;a^2-x^2-y^2)}{D},\qquad D=a^2+x^2+y^2,$$

is differentiable, has unit length, satisfies $v=m\times u$ everywhere and has $q=4a^2/D^2$.

## The magnet behind the model

The functional $E$ is the exchange energy of an isotropic Heisenberg ferromagnet in the classical, static, two-dimensional continuum limit, without anisotropy, applied field, dipolar or Dzyaloshinskii–Moriya terms, and within that exchange-only model the bound is the floor under the energy of a magnetic skyrmion. The condition $v=\pm m\times u$ says that $v$ is $u$ turned by a right angle in the plane tangent to the sphere at $m$.

Here $Q$ is simply a real number defined by an integral. No behaviour at infinity is imposed and $Q$ is never shown to be an integer or to be unchanged under deformations of $m$, so the reading of $4\pi|Q|$ as the minimum energy in a topological sector needs an argument that the theorems do not supply. The saturating fields are characterised by their first-order equation and are not classified.

## Completing the square

Along any line in the plane $m\cdot m=1$ is constant, so its derivative $2\,m\cdot\partial_x m$ vanishes and $m\cdot u=0$. For $s=\pm1$ expand

$$|v-s\,m\times u|^2=|v|^2-2s\,v\cdot(m\times u)+s^2|m\times u|^2 .$$

Cyclicity of the triple product gives $v\cdot(m\times u)=m\cdot(u\times v)=q$, and the Lagrange identity gives $|m\times u|^2=|m|^2|u|^2-(m\cdot u)^2=|u|^2$. With $s^2=1$,

$$|v-s\,m\times u|^2=G-2sq .$$

The left side is nonnegative for both signs, so $G\ge 2q$ and $G\ge-2q$, which together are $G\ge2|q|$. If $G=2|q|$ and $q\ge0$, the square with $s=1$ vanishes and $v=m\times u$; if $q<0$, the square with $s=-1$ vanishes and $v=-m\times u$. Conversely, $v=s\,m\times u$ gives $G=2sq\le2|q|$, and the bound turns this into equality.

In the file, `hasDerivAt_partials` applies the chain rule to the lines $t\mapsto(t,y)$ and $t\mapsto(x,t)$, which identifies `dx` and `dy` with ordinary partial derivatives. The lemma `tangent` differentiates $f_0^2+f_1^2+f_2^2$ for a curve $f$ of unit vectors by the product rule, differentiates it again as the constant $1$, and equates the two results through `hs.unique h0`. In `bogomolny` the step `key` is the expansion above for arbitrary vectors, written out in components by `cross_comp` and closed by `ring`; the rewrites with `h1`, `hu` and `hs2` then insert $|m|^2=1$, $m\cdot u=0$ and $s^2=1$. Only tangency of $u$ is used. In `belavin_polyakov`, `hp` and `hn` are the identity for $s=1$ and $s=-1$, `abs_cases` splits on the sign of $q$, and `dotProduct_self_eq_zero` passes from a vanishing square to a vanishing vector.

## From densities to integrals

Since $|q|\le 2|q|\le G$, the density $q$ is dominated by an integrable function, and `integrable_chargeDensity` adds that it is measurable, being a polynomial in the measurable components of $m$, $u$ and $v$. Then

$$4\pi|Q|=\Bigl|\int q\Bigr|\le\int|q|\le\tfrac12\int G=E ,$$

where the two inequalities are `i1` and `i2` in `energy_bound`. For saturation, integrate the completed square:

$$2\,(E-4\pi sQ)=\int(G-2sq)=\int|v-s\,m\times u|^2 .$$

The integrand is nonnegative (`hnn`), so the integral is zero exactly when the integrand vanishes almost everywhere (`hz`), and `bogomolny` converts that into the first-order equation.

## The skyrmion profile

With $r^2=x^2+y^2$ the numerator of $m$ has squared length $4a^2r^2+(a^2-r^2)^2=D^2$, so $|m|=1$, and $D>0$ because $a\ne0$. The spin points along $(0,0,1)$ at the origin, lies in the plane at $r=|a|$ and tends to $(0,0,-1)$ far away. The quotient rule gives

$$u=\frac{\bigl(2a(D-2x^2),\,-4axy,\,-4a^2x\bigr)}{D^2},\qquad v=\frac{\bigl(-4axy,\,2a(D-2y^2),\,-4a^2y\bigr)}{D^2}.$$

The three components of $m\times u$ are

$$m_1u_2-m_2u_1=\frac{4axy\,(-2a^2+a^2-r^2)}{D^3}=v_0,$$

$$m_2u_0-m_0u_2=\frac{2a\,\bigl[(a^2-r^2)(D-2x^2)+4a^2x^2\bigr]}{D^3}=\frac{2a\,(a^2-r^2+2x^2)}{D^2}=v_1,$$

$$m_0u_1-m_1u_0=\frac{-4a^2y\,(2x^2+D-2x^2)}{D^3}=v_2 .$$

Hence $q=v\cdot(m\times u)=|v|^2$, and

$$|v|^2D^4=4a^2\bigl[D^2+4y^2(x^2+y^2+a^2-D)\bigr]=4a^2D^2,$$

so $q=4a^2/D^2$. In `skyrmion_witness`, `k0`, `k1`, `k2` and `l0`, `l1`, `l2` are the quotient rule for the components along $x$ and $y$, uniqueness of derivatives identifies them with the components of `dx` and `dy`, and `field_simp` with `ring` clears the powers of $D$ in each identity. The value of $q$ is obtained there by expanding the triple product directly.

## Energy and charge on a simulation grid

What follows, including the skyrmion's total charge, is ordinary calculation that no theorem in the file covers. In polar coordinates $\int q=\int_0^\infty 4a^2(a^2+r^2)^{-2}\,2\pi r\,dr=4\pi$, which would give $Q=1$ and, from $G=2q$, $E=4\pi$ for every size $a$. For a film of thickness $d$ and exchange stiffness $A$, with energy density $A\,G$ and $m$ uniform through the thickness, the exchange energy is $2AdE$ and the bound reads $8\pi Ad\,|Q|$.

Consider one simple discretisation, not the only one possible: hold a unit vector in each cell, form difference quotients $u$ and $v$ (differences divided by the cell spacing), and sum $G$ and $q$ times the cell area. A scheme that computes energy and charge from different stencils is not covered by what follows. Differences are not exactly tangent to the sphere, but the expansion above without $m\cdot u=0$ gives $2|q|\le G-(m\cdot u)^2\le G$, so the inequality would survive cell by cell when energy and charge are built from the same differences. The charge summed in this way varies continuously with the spins and goes to zero when they are rotated into a uniform state, so the inequality does not by itself stop a skyrmion on a grid from collapsing. The summed residual $|v-s\,m\times u|^2$ measures how far a texture is from the difference form of the first-order equation.
